# Normalised continuous smearing kernels with zero second moment give occupations outside [0,1]

Let $d$ be a continuous real kernel with $d$ and $t^2d$ integrable, $\int d=1$ and $\int t^2d(t)\,dt=0$. Then the occupation $f(x)=\int_{t>x}d(t)\,dt$ lies outside $[0,1]$ at some $x$. The kernel may change sign and need not be even.

The vanishing second moment stands for the removal of a smearing error. For non-interacting levels with a smooth integrated density of states $N$, smearing of width $\sigma$ at fixed Fermi level $\mu$ gives the electron number

$$\int N(\mu+\sigma t)\,d(t)\,dt = N(\mu)+\sigma N'(\mu)\int t\,d+\tfrac{\sigma^2}{2}N''(\mu)\int t^2d+\dots$$

This expansion motivates the hypothesis and is not formalised here. First-order Methfessel–Paxton smearing, used for metals, has a kernel of this kind.

```lean
import Mathlib

open MeasureTheory Filter Set Topology

namespace BoundedOccupationNoGo

noncomputable section
```

## Electrons above, holes below

Let $x$ be the energy measured from the Fermi level in units of $\sigma$. The occupation is the tail integral $f(x)=\int_x^\infty d(t)\,dt$.

```lean
/-- Occupation of a level at reduced energy `x` (measured from the Fermi level) for the
smearing kernel `d`: the integral of `d` over `t > x`. -/
def occupation (d : ℝ → ℝ) (x : ℝ) : ℝ := ∫ t in Ioi x, d t
```

Add the electrons at $x$ to the holes at $-x$:

$$m(x)=f(x)+1-f(-x).$$

For a sharp Fermi step it vanishes at every $x>0$.

```lean
/-- Electrons found at energy `x` plus holes found at energy `-x`. -/
def misoccupation (d : ℝ → ℝ) (x : ℝ) : ℝ := occupation d x + (1 - occupation d (-x))
```

Since $f(x)=f(0)-\int_0^x d(t)\,dt$ and $d$ is continuous, $f'(x)=-d(x)$.

```lean
/-- The slope of the occupation function is minus the smearing kernel. -/
theorem hasDerivAt_occupation {d : ℝ → ℝ} (hc : Continuous d) (hi : Integrable d) (x : ℝ) :
    HasDerivAt (occupation d) (-d x) x := by
  have hsplit : ∀ y, (∫ t in Iic y, d t) + occupation d y = ∫ t, d t := fun y =>
    intervalIntegral.integral_Iic_add_Ioi hi.integrableOn hi.integrableOn
  have hfun : occupation d = fun y => occupation d 0 - ∫ t in (0 : ℝ)..y, d t := by
    funext y
    have h := intervalIntegral.integral_Iic_sub_Iic (a := 0) (b := y)
      hi.integrableOn hi.integrableOn
    linarith [hsplit 0, hsplit y]
  rw [hfun]
  exact ((hc.integral_hasStrictDerivAt 0 x).hasDerivAt).const_sub _
```

In the code, `hfun` is this rewriting of $f$, obtained by splitting the whole line at $0$ and at $x$.

The chain rule gives $\frac{d}{dx}[1-f(-x)]=f'(-x)=-d(-x)$, hence $m'(x)=-d(x)-d(-x)$.

```lean
/-- The misoccupation changes with energy at the rate `-d x - d (-x)`. -/
theorem hasDerivAt_misoccupation {d : ℝ → ℝ} (hc : Continuous d) (hi : Integrable d) (x : ℝ) :
    HasDerivAt (misoccupation d) (-d x - d (-x)) x := by
  have h1 : HasDerivAt (fun y => occupation d (-y)) (-d (-x) * -1) x :=
    (hasDerivAt_occupation hc hi (-x)).comp x (hasDerivAt_neg x)
  have h2 := (hasDerivAt_occupation hc hi x).fun_add (h1.const_sub 1)
  exact h2.congr_deriv (by ring)
```

## The second moment as weighted misoccupation

Put $W(R)=\int_{-R}^{R}t^2d(t)\,dt+R^2m(R)$. Then

$$W'(R)=R^2[d(R)+d(-R)]+2R\,m(R)-R^2[d(R)+d(-R)]=2R\,m(R).$$

As $W(0)=0$, integration gives $W(R)=\int_0^R2x\,m(x)\,dx$.

```lean
/-- Integration by parts on a finite energy window: the second moment of the kernel plus a boundary
term equals the integral of `2 * x` times the misoccupation. -/
theorem window_second_moment {d : ℝ → ℝ} (hc : Continuous d) (hi : Integrable d) (R : ℝ) :
    (∫ t in (-R)..R, t ^ 2 * d t) + R ^ 2 * misoccupation d R
      = ∫ x in (0 : ℝ)..R, 2 * x * misoccupation d x := by
  have hc2 : Continuous (fun t : ℝ => t ^ 2 * d t) := (continuous_pow 2).mul hc
  have hm : Continuous (misoccupation d) :=
    continuous_iff_continuousAt.2 fun x => (hasDerivAt_misoccupation hc hi x).continuousAt
  have hP : ∀ x, HasDerivAt (fun y => ∫ t in (0 : ℝ)..y, t ^ 2 * d t) (x ^ 2 * d x) x :=
    fun x => (hc2.integral_hasStrictDerivAt 0 x).hasDerivAt
  -- the left-hand side, as a function of the window size, has the integrand as derivative
  have hF : ∀ x, HasDerivAt (fun y => ((∫ t in (0 : ℝ)..y, t ^ 2 * d t)
      - ∫ t in (0 : ℝ)..(-y), t ^ 2 * d t) + y ^ 2 * misoccupation d y)
      (2 * x * misoccupation d x) x := by
    intro x
    have h1 : HasDerivAt (fun y : ℝ => ∫ t in (0 : ℝ)..(-y), t ^ 2 * d t)
        ((-x) ^ 2 * d (-x) * -1) x := (hP (-x)).comp x (hasDerivAt_neg x)
    have hsq : HasDerivAt (fun y : ℝ => y ^ 2) (2 * x) x := by
      simpa using hasDerivAt_pow 2 x
    have h2 := ((hP x).fun_sub h1).fun_add (hsq.fun_mul (hasDerivAt_misoccupation hc hi x))
    exact h2.congr_deriv (by ring)
  have hcont : Continuous (fun x : ℝ => 2 * x * misoccupation d x) :=
    (continuous_const.mul continuous_id).mul hm
  have h := intervalIntegral.integral_eq_sub_of_hasDerivAt (fun x _ => hF x)
    (hcont.intervalIntegrable 0 R)
  have hs := intervalIntegral.integral_interval_sub_left (μ := volume)
    (hc2.intervalIntegrable 0 R) (hc2.intervalIntegrable 0 (-R))
  simp only [neg_zero, intervalIntegral.integral_same] at h
  linarith
```

`hF` is the derivative of $W$, with the window integral written as a difference of two integrals starting at $0$; `ring` performs the cancellation.

For $R\ge0$ we have $R^2\le t^2$ outside the window, and normalisation gives $1-f(-R)=\int_{t\le-R}d$. Therefore

$$|R^2m(R)|\le\int_{t>R}t^2|d|\,dt+\int_{t\le-R}t^2|d|\,dt\to0.$$

```lean
/-- For a normalised kernel with integrable `x ^ 2 * d x`, the misoccupation decays faster
than the inverse square of the energy. -/
theorem boundary_term_vanishes {d : ℝ → ℝ} (hi : Integrable d)
    (h2 : Integrable fun t => t ^ 2 * d t) (h1 : ∫ t, d t = 1) :
    Tendsto (fun R => R ^ 2 * misoccupation d R) atTop (𝓝 0) := by
  have hG : Integrable (fun t => t ^ 2 * |d t|) := by
    refine h2.abs.congr (ae_of_all _ fun t => ?_)
    simp [abs_mul]
  -- outside the window, `R ^ 2` is dominated by `t ^ 2`
  have tail : ∀ (S : Set ℝ) (R : ℝ), MeasurableSet S → (∀ t ∈ S, R ^ 2 ≤ t ^ 2) →
      |R ^ 2 * ∫ t in S, d t| ≤ ∫ t in S, t ^ 2 * |d t| := by
    intro S R hS hR
    rw [← integral_const_mul, ← Real.norm_eq_abs]
    refine norm_integral_le_of_norm_le hG.integrableOn
      ((ae_restrict_iff' hS).2 (ae_of_all _ fun t ht => ?_))
    rw [Real.norm_eq_abs, abs_mul, abs_of_nonneg (sq_nonneg R)]
    exact mul_le_mul_of_nonneg_right (hR t ht) (abs_nonneg _)
  have hlim := (intervalIntegral_tendsto_integral hG tendsto_neg_atTop_atBot
    tendsto_id).const_sub (∫ t, t ^ 2 * |d t|)
  rw [sub_self] at hlim
  refine squeeze_zero_norm' ?_ hlim
  filter_upwards [eventually_ge_atTop (0 : ℝ)] with R hR
  have ha : |R ^ 2 * occupation d R| ≤ ∫ t in Ioi R, t ^ 2 * |d t| :=
    tail (Ioi R) R measurableSet_Ioi (fun t ht => by
      have : R < t := ht
      nlinarith)
  have hb := tail (Iic (-R)) R measurableSet_Iic (fun t ht => by
      have : t ≤ -R := ht
      nlinarith)
  have hholes : 1 - occupation d (-R) = ∫ t in Iic (-R), d t := by
    have h := intervalIntegral.integral_Iic_add_Ioi (b := -R)
      hi.integrableOn hi.integrableOn
    unfold occupation
    linarith
  have hs := intervalIntegral.integral_Iic_add_Ioi (b := R) hG.integrableOn hG.integrableOn
  have hw := intervalIntegral.integral_Iic_sub_Iic (a := -R) (b := R)
    hG.integrableOn hG.integrableOn
  obtain ⟨a1, a2⟩ := abs_le.1 ha
  obtain ⟨b1, b2⟩ := abs_le.1 hb
  simp only [id_eq]
  rw [Real.norm_eq_abs, misoccupation, hholes, mul_add]
  exact abs_le.2 ⟨by linarith, by linarith⟩
```

`tail` proves the estimate for either side, and `squeeze_zero_norm'` turns the bound into the limit.

Letting $R\to\infty$ in the window identity leaves

$$\int t^2d(t)\,dt=\lim_{R\to\infty}\int_0^R2x\,m(x)\,dx.$$

```lean
/-- For a continuous normalised kernel `d` with `d` and `x ^ 2 * d x` integrable, the integral of `2
* x` times the misoccupation from `0` to `R` tends to the second moment as `R` grows. -/
theorem second_moment_eq_misoccupation {d : ℝ → ℝ} (hc : Continuous d) (hi : Integrable d)
    (h2 : Integrable fun t => t ^ 2 * d t) (h1 : ∫ t, d t = 1) :
    Tendsto (fun R => ∫ x in (0 : ℝ)..R, 2 * x * misoccupation d x) atTop
      (𝓝 (∫ t, t ^ 2 * d t)) := by
  have h := (intervalIntegral_tendsto_integral h2 tendsto_neg_atTop_atBot tendsto_id).add
    (boundary_term_vanishes hi h2 h1)
  rw [add_zero] at h
  exact h.congr fun R => window_second_moment hc hi R
```

## Bounded occupations make the moment positive

Suppose $0\le f\le1$ everywhere. Then $m\ge0$, while $m(0)=f(0)+1-f(0)=1$. By continuity $m>0$ on some interval $[0,\varepsilon)$ with $\varepsilon>0$, so $c=\int_0^\varepsilon2x\,m(x)\,dx>0$. For $R\ge\varepsilon$ the rest of the integral is nonnegative, so

$$\int_0^R2x\,m(x)\,dx\ge c,\qquad\text{and hence}\qquad\int t^2d(t)\,dt\ge c>0.$$

```lean
/-- For a continuous normalised kernel `d` with `d` and `x ^ 2 * d x` integrable: if all occupations
lie between 0 and 1, the second moment of the kernel is strictly positive, whatever the sign and
symmetry of the kernel. -/
theorem second_moment_pos_of_bounded {d : ℝ → ℝ} (hc : Continuous d) (hi : Integrable d)
    (h2 : Integrable fun t => t ^ 2 * d t) (h1 : ∫ t, d t = 1)
    (hf : ∀ x, occupation d x ∈ Icc (0 : ℝ) 1) : 0 < ∫ t, t ^ 2 * d t := by
  have hm : Continuous (misoccupation d) :=
    continuous_iff_continuousAt.2 fun x => (hasDerivAt_misoccupation hc hi x).continuousAt
  have hcont : Continuous (fun x : ℝ => 2 * x * misoccupation d x) :=
    (continuous_const.mul continuous_id).mul hm
  have hnn : ∀ x : ℝ, 0 ≤ x → 0 ≤ 2 * x * misoccupation d x := by
    intro x hx
    have : 0 ≤ misoccupation d x := by
      unfold misoccupation
      linarith [(hf x).1, (hf (-x)).2]
    positivity
  -- at the Fermi level the misoccupation is exactly one, so it is positive nearby
  have h0 : (0 : ℝ) < misoccupation d 0 := by
    unfold misoccupation
    rw [neg_zero]
    linarith
  obtain ⟨ε, hε, hball⟩ := Metric.mem_nhds_iff.1
    ((isOpen_lt continuous_const hm).mem_nhds h0)
  have hmid : 0 < misoccupation d (ε / 2) := by
    apply hball
    rw [Metric.mem_ball, Real.dist_eq, sub_zero, abs_of_pos (by positivity)]
    linarith
  have hpos : 0 < ∫ x in (0 : ℝ)..ε, 2 * x * misoccupation d x :=
    intervalIntegral.integral_pos hε hcont.continuousOn (fun x hx => hnn x hx.1.le)
      ⟨ε / 2, ⟨by linarith, by linarith⟩, by positivity⟩
  refine lt_of_lt_of_le hpos (ge_of_tendsto (second_moment_eq_misoccupation hc hi h2 h1) ?_)
  filter_upwards [eventually_ge_atTop ε] with R hR
  have hadd := intervalIntegral.integral_add_adjacent_intervals (μ := volume)
    (hcont.intervalIntegrable 0 ε) (hcont.intervalIntegrable ε R)
  have hrest : 0 ≤ ∫ x in ε..R, 2 * x * misoccupation d x :=
    intervalIntegral.integral_nonneg hR (fun x hx => hnn x (hε.le.trans hx.1))
  linarith
```

The proof turns on `ge_of_tendsto`: if a quantity is eventually at least $c$, so is its limit. Positivity of each window integral would not suffice, because positive numbers can tend to zero. The constant $c$, fixed before $R$ grows, keeps the inequality strict. Working with a limit also avoids having to show that $x\,m(x)$ is integrable on the half-line.

A zero second moment contradicts this bound, so some occupation leaves $[0,1]$.

```lean
/-- No-go for bounded occupations: for a continuous normalised kernel `d` with `d` and `x ^ 2 * d x`
integrable and vanishing second moment, the occupation function takes a value outside the interval
from 0 to 1 at some real `x`. -/
theorem exists_unphysical_occupation {d : ℝ → ℝ} (hc : Continuous d) (hi : Integrable d)
    (h2 : Integrable fun t => t ^ 2 * d t) (h1 : ∫ t, d t = 1)
    (hzero : ∫ t, t ^ 2 * d t = 0) : ∃ x, occupation d x ∉ Icc (0 : ℝ) 1 := by
  by_contra hcon
  have hf : ∀ x, occupation d x ∈ Icc (0 : ℝ) 1 := fun x =>
    by_contra fun hx => hcon ⟨x, hx⟩
  exact (second_moment_pos_of_bounded hc hi h2 h1 hf).ne' hzero

end

end BoundedOccupationNoGo
```

```lean
#print axioms BoundedOccupationNoGo.second_moment_pos_of_bounded
#print axioms BoundedOccupationNoGo.exists_unphysical_occupation
```

```
'BoundedOccupationNoGo.second_moment_pos_of_bounded' depends on axioms: [propext, Classical.choice, Quot.sound]
'BoundedOccupationNoGo.exists_unphysical_occupation' depends on axioms: [propext, Classical.choice, Quot.sound]
```

## What the theorem says

In `exists_unphysical_occupation`, `hc` is continuity of the kernel, `hi` and `h2` are absolute integrability of $d$ and $t^2d$, `h1` is normalisation, and `hzero` is the vanishing second moment. Here `h2` gives `hzero` its meaning, since Lean assigns the value $0$ to the integral of a non-integrable function. The conclusion `∃ x, occupation d x ∉ Icc (0 : ℝ) 1` provides a real energy $x$, but does not say where it lies, whether the occupation is negative or exceeds one, or by how much. Nor does it say that a given material has a level at that energy.

## The sharp-step limit

Take a continuous normalised kernel with $d$ and $t^2d$ integrable and occupations in $[0,1]$, and narrow it to $d_s(x)=s^{-1}d(x/s)$, with $s>0$. Its occupations stay in $[0,1]$, and its second moment is $s^2\int t^2d$, positive for every $s$ but tending to zero as $s\to0$. The limit is the sharp Fermi step, which has bounded occupations and no quadratic bias. Its kernel is a delta distribution, not a continuous function, so the theorem does not apply to it.
